# Cholesky vectors, one per pivot, that reproduce the pivot columns give density fitting in the pivot densities when the pivot block is invertible

To avoid storing all two-electron integrals, a calculation can compute selected columns of the symmetric integral matrix M, build Cholesky vectors from them as the columns of a matrix L, and use L Lᵀ in place of M. If these vectors reproduce the selected columns exactly, one vector per column, and the block of M among the selected densities is invertible, then L Lᵀ is the Coulomb-metric density-fitting approximation with those densities as auxiliary basis.

```lean
import Mathlib

open Matrix

namespace CholeskyDensityFitting

noncomputable section

variable {n k : Type*} [Fintype k] [DecidableEq k]

/-- The density-fitting approximation to the integral matrix `M`, with the densities
selected by `s` as auxiliary basis: `M_(:,S) (M_SS)⁻¹ M_(S,:)`. -/
def densityFit (M : Matrix n n ℝ) (s : k → n) : Matrix n n ℝ :=
  M.submatrix id s * (M.submatrix s s)⁻¹ * M.submatrix s id

/-- The Cholesky vectors, stored as the columns of `L`, reproduce all integrals in the
pivot columns selected by `s`. -/
def MatchesColumns (L : Matrix n k ℝ) (M : Matrix n n ℝ) (s : k → n) : Prop :=
  (L * Lᵀ).submatrix id s = M.submatrix id s

/-- Cholesky decomposition is density fitting: if `k` Cholesky vectors reproduce the `k` pivot
columns of a symmetric integral matrix and the pivot block is invertible, then `L Lᵀ` is the
density-fitting formula with the pivot densities as auxiliary basis. -/
theorem cholesky_eq_densityFit {M : Matrix n n ℝ} {s : k → n} {L : Matrix n k ℝ}
    (hM : M.IsSymm) (hS : IsUnit (M.submatrix s s).det) (h : MatchesColumns L M s) :
    L * Lᵀ = densityFit M s := by
  have h' : (L * Lᵀ).submatrix id s = M.submatrix id s := h
  -- products of `L` and its pivot rows `A` give the pivot columns, pivot rows and pivot block of `M`
  have hA : L * (L.submatrix s id)ᵀ = M.submatrix id s := by
    rw [← h']
    ext i j
    simp [Matrix.mul_apply]
  have hAt : L.submatrix s id * Lᵀ = M.submatrix s id := by
    have h2 := congrArg Matrix.transpose hA
    rwa [Matrix.transpose_mul, Matrix.transpose_transpose, Matrix.transpose_submatrix,
      hM.eq] at h2
  have hAA : L.submatrix s id * (L.submatrix s id)ᵀ = M.submatrix s s := by
    ext i j
    have h2 := congrFun (congrFun hA (s i)) j
    simpa [Matrix.mul_apply] using h2
  -- `A` is square, so its right inverse is also a left inverse
  have hinv : L.submatrix s id * ((L.submatrix s id)ᵀ * (M.submatrix s s)⁻¹) = 1 := by
    rw [← Matrix.mul_assoc, hAA, Matrix.mul_nonsing_inv _ hS]
  have hinv' : (L.submatrix s id)ᵀ * (M.submatrix s s)⁻¹ * L.submatrix s id = 1 :=
    mul_eq_one_comm.mp hinv
  calc L * Lᵀ
      = L * ((L.submatrix s id)ᵀ * (M.submatrix s s)⁻¹ * L.submatrix s id) * Lᵀ := by
        rw [hinv', Matrix.mul_one]
    _ = (L * (L.submatrix s id)ᵀ) * (M.submatrix s s)⁻¹ * (L.submatrix s id * Lᵀ) := by
        simp only [Matrix.mul_assoc]
    _ = densityFit M s := by rw [hA, hAt, densityFit]

/-- If the pivot block is invertible, density fitting reproduces the pivot columns of `M` exactly.
-/
theorem densityFit_columns {M : Matrix n n ℝ} {s : k → n}
    (hS : IsUnit (M.submatrix s s).det) :
    (densityFit M s).submatrix id s = M.submatrix id s := by
  have h : ∀ X : Matrix n k ℝ,
      (X * M.submatrix s id).submatrix id s = X * M.submatrix s s := by
    intro X
    ext i j
    simp [Matrix.mul_apply]
  rw [densityFit, h, Matrix.mul_assoc, Matrix.nonsing_inv_mul _ hS, Matrix.mul_one]

/-- Conversely, the three-index integrals `M_(:,S)` multiplied by any factor `R` of the inverse
metric, `R Rᵀ = (M_SS)⁻¹`, are vectors that reproduce the pivot columns. -/
theorem fitted_factor_matchesColumns {M : Matrix n n ℝ} {s : k → n} {R : Matrix k k ℝ}
    (hM : M.IsSymm) (hS : IsUnit (M.submatrix s s).det)
    (hR : R * Rᵀ = (M.submatrix s s)⁻¹) :
    MatchesColumns (M.submatrix id s * R) M s := by
  have hB : (M.submatrix id s)ᵀ = M.submatrix s id := by
    rw [Matrix.transpose_submatrix, hM.eq]
  have hL : M.submatrix id s * R * (M.submatrix id s * R)ᵀ = densityFit M s := by
    rw [Matrix.transpose_mul, hB, densityFit, ← hR]
    simp only [Matrix.mul_assoc]
  unfold MatchesColumns
  rw [hL, densityFit_columns hS]

variable [Fintype n] [DecidableEq n]

/-- The linear map that sends a density to its fit error: the density minus the combination of
pivot densities with coefficients `(M_SS)⁻¹ M_(S,:)`. -/
def fitError (M : Matrix n n ℝ) (s : k → n) : Matrix n n ℝ :=
  1 - (1 : Matrix n n ℝ).submatrix id s * (M.submatrix s s)⁻¹ * M.submatrix s id

/-- The Cholesky residual `M - L Lᵀ` is the matrix of interactions between the fit errors
of the densities. -/
theorem residual_eq_fitError {M : Matrix n n ℝ} {s : k → n} {L : Matrix n k ℝ}
    (hM : M.IsSymm) (hS : IsUnit (M.submatrix s s).det) (h : MatchesColumns L M s) :
    (fitError M s)ᵀ * M * fitError M s = M - L * Lᵀ := by
  have h' : (L * Lᵀ).submatrix id s = M.submatrix id s := h
  have h1 : M * (1 : Matrix n n ℝ).submatrix id s = M.submatrix id s := by
    ext i j
    simp [Matrix.mul_apply, Matrix.one_apply]
  have h2 : M * fitError M s = M - L * Lᵀ := by
    rw [cholesky_eq_densityFit hM hS h, fitError, densityFit, Matrix.mul_sub,
      Matrix.mul_one, ← Matrix.mul_assoc, ← Matrix.mul_assoc, h1]
  -- the residual vanishes in the pivot rows
  have hrow : (L * Lᵀ).submatrix s id = M.submatrix s id := by
    have h3 := congrArg Matrix.transpose h'
    rwa [Matrix.transpose_submatrix, Matrix.transpose_submatrix, Matrix.transpose_mul,
      Matrix.transpose_transpose, hM.eq] at h3
  have hE : ∀ D : Matrix n n ℝ,
      ((1 : Matrix n n ℝ).submatrix id s)ᵀ * D = D.submatrix s id := by
    intro D
    ext i j
    simp [Matrix.mul_apply, Matrix.one_apply]
  have h4 : ((1 : Matrix n n ℝ).submatrix id s)ᵀ * (M - L * Lᵀ) = 0 := by
    rw [hE]
    ext i j
    have h5 : (L * Lᵀ) (s i) j = M (s i) j := congrFun (congrFun hrow i) j
    show M (s i) j - (L * Lᵀ) (s i) j = 0
    rw [h5, sub_self]
  rw [Matrix.mul_assoc, h2]
  generalize M - L * Lᵀ = D at h4 ⊢
  rw [fitError, Matrix.transpose_sub, Matrix.transpose_one, Matrix.transpose_mul,
    Matrix.transpose_mul, Matrix.sub_mul, Matrix.one_mul, Matrix.mul_assoc,
    Matrix.mul_assoc, h4, Matrix.mul_zero, Matrix.mul_zero, sub_zero]

/-- If the interaction `M` is positive semidefinite, so is the Cholesky residual. -/
theorem residual_nonneg {M : Matrix n n ℝ} {s : k → n} {L : Matrix n k ℝ}
    (hM : M.IsSymm) (hpos : ∀ x : n → ℝ, 0 ≤ x ⬝ᵥ M *ᵥ x)
    (hS : IsUnit (M.submatrix s s).det) (h : MatchesColumns L M s) (x : n → ℝ) :
    0 ≤ x ⬝ᵥ (M - L * Lᵀ) *ᵥ x := by
  have h1 := hpos (fitError M s *ᵥ x)
  rw [← residual_eq_fitError hM hS h, Matrix.mul_assoc, ← Matrix.mulVec_mulVec,
    Matrix.dotProduct_mulVec, Matrix.vecMul_transpose, ← Matrix.mulVec_mulVec]
  exact h1

omit [DecidableEq n] in
/-- In a symmetric positive semidefinite matrix, a bound on the diagonal entries bounds
the magnitude of every entry. -/
theorem abs_entry_le_of_diag_le {D : Matrix n n ℝ} (hD : D.IsSymm)
    (hpos : ∀ x : n → ℝ, 0 ≤ x ⬝ᵥ D *ᵥ x) {τ : ℝ} (hτ : ∀ i, D i i ≤ τ) (i j : n) :
    |D i j| ≤ τ := by
  classical
  have hs : D j i = D i j := hD.apply i j
  -- test the quadratic form on the sum and the difference of two densities
  have hp := hpos (Pi.single i 1 + Pi.single j 1)
  have hm := hpos (Pi.single i 1 - Pi.single j 1)
  simp only [Matrix.mulVec_add, dotProduct_add, add_dotProduct, Matrix.mulVec_single_one,
    single_one_dotProduct, Matrix.col_apply] at hp
  simp only [Matrix.mulVec_sub, dotProduct_sub, sub_dotProduct, Matrix.mulVec_single_one,
    single_one_dotProduct, Matrix.col_apply] at hm
  rw [abs_le]
  constructor <;> linarith [hτ i, hτ j]

/-- Error control of the Cholesky decomposition: if the interaction `M` is positive semidefinite and
every diagonal residual is at most `τ`, then every integral is reproduced to within `τ`. -/
theorem integral_error_le {M : Matrix n n ℝ} {s : k → n} {L : Matrix n k ℝ}
    (hM : M.IsSymm) (hpos : ∀ x : n → ℝ, 0 ≤ x ⬝ᵥ M *ᵥ x)
    (hS : IsUnit (M.submatrix s s).det) (h : MatchesColumns L M s)
    {τ : ℝ} (hτ : ∀ i, (M - L * Lᵀ) i i ≤ τ) (i j : n) :
    |(M - L * Lᵀ) i j| ≤ τ := by
  have hD : (M - L * Lᵀ).IsSymm := by
    unfold Matrix.IsSymm
    rw [Matrix.transpose_sub, Matrix.transpose_mul, Matrix.transpose_transpose, hM.eq]
  exact abs_entry_le_of_diag_le hD (residual_nonneg hM hpos hS h) hτ i j

/-- Two densities with interaction matrix `(4, 2; 2, 3)`, the first one as pivot, and the single
Cholesky vector `(2, 1)` meet the hypotheses of `residual_nonneg`, with a nonzero residual. -/
theorem cholesky_witness :
    (!![4, 2; 2, 3] : Matrix (Fin 2) (Fin 2) ℝ).IsSymm ∧
    (∀ x : Fin 2 → ℝ, 0 ≤ x ⬝ᵥ (!![4, 2; 2, 3] : Matrix (Fin 2) (Fin 2) ℝ) *ᵥ x) ∧
    IsUnit ((!![4, 2; 2, 3] : Matrix (Fin 2) (Fin 2) ℝ).submatrix
      (![0] : Fin 1 → Fin 2) ![0]).det ∧
    MatchesColumns (!![2; 1] : Matrix (Fin 2) (Fin 1) ℝ) !![4, 2; 2, 3] ![0] ∧
    (!![2; 1] : Matrix (Fin 2) (Fin 1) ℝ) * (!![2; 1] : Matrix (Fin 2) (Fin 1) ℝ)ᵀ
      ≠ !![4, 2; 2, 3] := by
  refine ⟨?_, ?_, ?_, ?_, ?_⟩
  · ext i j
    fin_cases i <;> fin_cases j <;> simp
  · intro x
    simp only [dotProduct, Matrix.mulVec, Fin.sum_univ_two, Matrix.of_apply,
      Matrix.cons_val_zero, Matrix.cons_val_one]
    nlinarith [sq_nonneg (2 * x 0 + x 1), sq_nonneg (x 1)]
  · rw [Matrix.det_fin_one]
    change IsUnit (4 : ℝ)
    exact isUnit_iff_ne_zero.mpr (by norm_num)
  · unfold MatchesColumns
    ext i j
    simp only [Matrix.submatrix_apply, Matrix.mul_apply, Matrix.transpose_apply,
      Finset.univ_unique, Finset.sum_singleton]
    fin_cases i <;> fin_cases j <;> norm_num
  · intro h
    have h1 := congrFun (congrFun h 1) 1
    norm_num [Matrix.mul_apply] at h1

end

end CholeskyDensityFitting
```

```lean
#print axioms CholeskyDensityFitting.cholesky_eq_densityFit
#print axioms CholeskyDensityFitting.fitted_factor_matchesColumns
#print axioms CholeskyDensityFitting.integral_error_le
```

```
'CholeskyDensityFitting.cholesky_eq_densityFit' depends on axioms: [propext, Classical.choice, Quot.sound]
'CholeskyDensityFitting.fitted_factor_matchesColumns' depends on axioms: [propext, Classical.choice, Quot.sound]
'CholeskyDensityFitting.integral_error_le' depends on axioms: [propext, Classical.choice, Quot.sound]
```

## Integrals, pivots and the fitted matrix

The index type `n` labels orbital-pair densities, and M_ij is the Coulomb interaction of densities i and j, a two-electron integral over real orbitals. The type `k` labels the pivots, and the map `s : k → n` says which density each pivot is. Write S for the selected densities, M_(:,S) for the pivot columns, M_(S,:) for the pivot rows and M_SS for the pivot block. In Lean these are `M.submatrix id s`, `M.submatrix s id` and `M.submatrix s s`. The fitted matrix `densityFit M s` is

M_(:,S) (M_SS)⁻¹ M_(S,:).

The main theorem, `cholesky_eq_densityFit`, has three hypotheses. M is symmetric (`hM`). The determinant of M_SS is a unit, which for real numbers means nonzero (`hS`); this excludes repeated or linearly dependent pivots. Finally, `MatchesColumns L M s` says that L Lᵀ and M agree in every pivot column. The type `Matrix n k ℝ` gives L exactly one column per pivot.

L need not be triangular, and M as a whole need not be invertible. The integrals are given numbers: no orbitals or Coulomb kernel appear, and neither do pivot selection or rounding. The auxiliary densities are the pivots themselves, not a separately optimised fitting basis.

## From matching columns to the fitting formula

Let A be the square matrix formed by the pivot rows of L, so that A_pq = L_(s(p),q). For any density i and pivot p,

(L Lᵀ)_(i,s(p)) = Σ_q L_iq A_pq = (L Aᵀ)_ip.

Column agreement therefore gives the first of three identities. Transposing it and using the symmetry of M gives the second, and restricting it to the pivot rows gives the third:

L Aᵀ = M_(:,S)
A Lᵀ = M_(S,:)
A Aᵀ = M_SS

These are `hA`, `hAt` and `hAA` in the proof. The third implies A (Aᵀ (M_SS)⁻¹) = 1. Since A is square, a right inverse is also a left inverse, so

Aᵀ (M_SS)⁻¹ A = 1.

This is the step made by `mul_eq_one_comm`. The `calc` block inserts this identity between L and Lᵀ and regroups:

L Lᵀ = (L Aᵀ) (M_SS)⁻¹ (A Lᵀ) = M_(:,S) (M_SS)⁻¹ M_(S,:).

In the other direction, let R be a square matrix with R Rᵀ = (M_SS)⁻¹, and take M_(:,S) R as the vectors. Their product with their transpose is

M_(:,S) R Rᵀ M_(S,:) = M_(:,S) (M_SS)⁻¹ M_(S,:).

In the pivot columns the last factor becomes M_SS and cancels the inverse, leaving M_(:,S). The cancellation is `densityFit_columns`, and `fitted_factor_matchesColumns` combines it with the factorisation. The existence of R is assumed; a real R requires M_SS to be positive definite.

## The residual as an interaction between fit errors

Let P be the matrix whose column p is the unit vector of density s(p). The matrix `fitError M s`, written W here, is

W = 1 − P (M_SS)⁻¹ M_(S,:).

Column j of W is density j minus its fit, a combination of pivot densities with coefficients (M_SS)⁻¹ M_(S,j). Since M P = M_(:,S), the fitting formula gives

M W = M − L Lᵀ.

Call this residual D. Its pivot rows vanish, because L Lᵀ matches M there, so Pᵀ D = 0: each fit error has zero Coulomb interaction with every pivot. Hence, in Wᵀ D, only the identity part of W contributes, and

Wᵀ M W = Wᵀ D = D.

This is `residual_eq_fitError`, with M W = D as `h2` and Pᵀ D = 0 as `h4`. Throughout this section `n` is finite, and the results about L Lᵀ keep the three hypotheses of the main theorem, including column agreement and an invertible pivot block.

The error bound needs one more hypothesis, `hpos`: xᵀ M x ≥ 0 for every real vector x. It stands for the non-negative electrostatic self-interaction of a real charge density, and is assumed here, not derived from the Coulomb kernel. Then

xᵀ D x = (W x)ᵀ M (W x) ≥ 0,

which is `residual_nonneg`. Testing this with the sum and the difference of the unit vectors for densities i and j gives

D_ii + D_jj ± 2 D_ij ≥ 0.

If every diagonal entry of D is at most τ, it follows that

|D_ij| ≤ (D_ii + D_jj)/2 ≤ τ.

The lemma `abs_entry_le_of_diag_le` proves this for any symmetric positive semidefinite matrix, with `linarith` combining the inequalities, and `integral_error_le` applies it to D. For a finite integral matrix in exact arithmetic, a threshold on the diagonal residuals thus bounds the error of every two-electron integral.

## One pivot

With a single pivot, density c, the fitting formula reduces to

(L Lᵀ)_ij = M_ic M_cj / M_cc.

The theorem `cholesky_witness` gives an instance with two densities, numbered 0 and 1 as in Lean, and density 0 as pivot:

M = (4, 2; 2, 3), L = (2; 1), L Lᵀ = (4, 2; 2, 1).

The pivot column is exact, while the residual has the single nonzero entry D_11 = 2. The fit replaces density 1 by half of density 0, and the self-interaction of the error is

3 − 2·(1/2)·2 + (1/4)·4 = 2,

in agreement with D_11. The theorem checks symmetry, positivity, invertibility of the pivot block and column agreement for this instance, and that L Lᵀ differs from M.
